# Maximum-overlap tracking in one symmetric step past a two-state cone changes surface exactly when the half-step exceeds the miss distance

Take one step from (−x, d) to (x, d) past a conical intersection at the origin, with x, d > 0 and the linear two-state Hamiltonian

H(a, b) = [[a, b], [b, −a]].

The initial lower state has these absolute overlaps with the final states:

lower: d/√(x² + d²)
upper: x/√(x² + d²)

Choosing the largest overlap therefore moves the calculation to the upper surface exactly when x > d. At x = d the two tie.

## State following in optimisation and dynamics

Geometry optimisers and trajectory codes often identify "the same" electronic state at a new geometry by its overlap with the old one. In this real, linear two-state model, a high overlap alone does not guarantee that the adiabatic surface was kept: for x ≫ d the overlap with the upper state approaches 1.

A sufficient safeguard is a step shorter than the initial distance from the cone. Here a is half the difference between the two diabatic energies and b is the coupling between the diabatic states. Step lengths and distances are therefore energies, not nuclear displacements, and the distance from the cone is half the adiabatic gap.

## From eigenvector components to the switching condition

Let u be a unit eigenvector at (a, b) with energy e:

a u₀ + b u₁ = e u₀
b u₀ − a u₁ = e u₁
u₀² + u₁² = 1

Multiply the first equation by u₀ and the second by u₁, and subtract. Then multiply them by u₁ and u₀, and add:

a = e(u₀² − u₁²)
b = 2e u₀u₁

Squaring and adding gives e² = a² + b². For a state v at (a′, b′) with energy e′,

aa′ + bb′ = ee′[(u₀² − u₁²)(v₀² − v₁²) + 4u₀u₁v₀v₁].

The bracket equals 2(u·v)² − (u₀² + u₁²)(v₀² + v₁²), so

ee′(2(u·v)² − 1) = aa′ + bb′.

Rotating v by a right angle gives (−v₁, v₀), a state of energy −e′. Its squared overlap with u is 1 − (u·v)². Let both points lie off the cone, so that e and e′ are nonzero. Every competitor then has energy ±e′, hence squared overlap (u·v)² or 1 − (u·v)². So v is accepted exactly when 2(u·v)² ≥ 1. Multiplying the overlap law by ee′ turns this into

ee′(aa′ + bb′) ≥ 0.

For the symmetric passage, aa′ + bb′ = d² − x². With R² = x² + d², ee′ is R² for lower to lower and −R² for lower to upper. The overlap law gives squared overlaps d²/R² and x²/R², and the upper state alone is accepted exactly when d < x.

For a short step, write p = (a, b) and p′ = (a′, b′). From |p′ − p|² < |p|² follows 2p·p′ > |p′|² ≥ 0. Hence p′ is off the cone, and an upper state, with ee′ < 0, fails the criterion.

## The Lean file

```lean
import Mathlib

open Matrix

namespace ConeOverlapTracking

noncomputable section

/-- The two-state electronic Hamiltonian at the point `(a, b)` of the branching plane,
with the conical intersection at the origin. -/
def coneH (a b : ℝ) : Matrix (Fin 2) (Fin 2) ℝ := !![a, b; b, -a]

/-- The distance of the point `(a, b)` from the conical intersection. -/
def coneDist (a b : ℝ) : ℝ := √(a ^ 2 + b ^ 2)

/-- `u` is a real normalised adiabatic state of energy `e` at the point `(a, b)`. -/
def IsState (a b e : ℝ) (u : Fin 2 → ℝ) : Prop :=
  coneH a b *ᵥ u = e • u ∧ u ⬝ᵥ u = 1

/-- Maximum-overlap tracking: coming from the old state `u`, the adiabatic state `v` at the new
point `(a, b)` is accepted if no adiabatic state there has a larger absolute overlap with `u`. -/
def Follows (a b : ℝ) (u v : Fin 2 → ℝ) : Prop :=
  (∃ e, IsState a b e v) ∧ ∀ e w, IsState a b e w → |u ⬝ᵥ w| ≤ |u ⬝ᵥ v|

variable {a b e a' b' e' : ℝ} {u v : Fin 2 → ℝ}

/-- The eigenvalue equation and the normalisation, written in components. -/
theorem state_iff : IsState a b e u ↔
    a * u 0 + b * u 1 = e * u 0 ∧ b * u 0 - a * u 1 = e * u 1 ∧ u 0 ^ 2 + u 1 ^ 2 = 1 := by
  constructor
  · rintro ⟨h, hn⟩
    have h0 := congrFun h 0
    have h1 := congrFun h 1
    simp [coneH, Matrix.mulVec, dotProduct, Fin.sum_univ_two] at h0 h1 hn
    exact ⟨by linarith, by linarith, by linarith⟩
  · rintro ⟨h0, h1, hn⟩
    refine ⟨?_, ?_⟩
    · ext i
      fin_cases i
      · simp [coneH, Matrix.mulVec, dotProduct, Fin.sum_univ_two]
        linarith
      · simp [coneH, Matrix.mulVec, dotProduct, Fin.sum_univ_two]
        linarith
    · simp only [dotProduct, Fin.sum_univ_two]
      linarith

/-- An adiabatic state and its energy determine the point of the branching plane. -/
theorem position_of_state (hu : IsState a b e u) :
    a = e * (u 0 ^ 2 - u 1 ^ 2) ∧ b = 2 * e * u 0 * u 1 := by
  obtain ⟨h0, h1, hn⟩ := state_iff.1 hu
  exact ⟨by linear_combination u 0 * h0 - u 1 * h1 - a * hn,
    by linear_combination u 1 * h0 + u 0 * h1 - b * hn⟩

/-- The square of an adiabatic energy is the squared distance from the cone. -/
theorem energy_sq (hu : IsState a b e u) : e ^ 2 = coneDist a b ^ 2 := by
  obtain ⟨ha, hb⟩ := position_of_state hu
  obtain ⟨-, -, hn⟩ := state_iff.1 hu
  rw [coneDist, Real.sq_sqrt (by positivity), ha, hb]
  linear_combination (-e ^ 2 * (u 0 ^ 2 + u 1 ^ 2 + 1)) * hn

/-- For adiabatic states `u` and `v` at two points, the product of their energies times
`2 * (u ⬝ᵥ v) ^ 2 - 1` equals the scalar product of the two position vectors drawn from the cone. -/
theorem overlap_law (hu : IsState a b e u) (hv : IsState a' b' e' v) :
    e * e' * (2 * (u ⬝ᵥ v) ^ 2 - 1) = a * a' + b * b' := by
  obtain ⟨ha, hb⟩ := position_of_state hu
  obtain ⟨ha', hb'⟩ := position_of_state hv
  obtain ⟨-, -, hn⟩ := state_iff.1 hu
  obtain ⟨-, -, hn'⟩ := state_iff.1 hv
  have ho : u ⬝ᵥ v = u 0 * v 0 + u 1 * v 1 := by simp [dotProduct, Fin.sum_univ_two]
  rw [ho, ha, hb, ha', hb']
  linear_combination e * e' * (v 0 ^ 2 + v 1 ^ 2) * hn + e * e' * hn'

/-- Rotating an adiabatic state by a right angle gives an adiabatic state of opposite energy. -/
theorem partner_state (hv : IsState a b e v) : IsState a b (-e) ![-v 1, v 0] := by
  obtain ⟨h0, h1, hn⟩ := state_iff.1 hv
  refine state_iff.2 ⟨?_, ?_, ?_⟩
  · show a * (-v 1) + b * v 0 = -e * (-v 1)
    linear_combination h1
  · show b * (-v 1) - a * v 0 = -e * v 0
    linear_combination -h0
  · show (-v 1) ^ 2 + v 0 ^ 2 = 1
    linear_combination hn

/-- At every point, given in polar form with angle `2φ`, the half-angle vectors are
adiabatic states of energies `r` and `-r`. -/
theorem states_witness (r φ : ℝ) :
    IsState (r * Real.cos (2 * φ)) (r * Real.sin (2 * φ)) r ![Real.cos φ, Real.sin φ] ∧
    IsState (r * Real.cos (2 * φ)) (r * Real.sin (2 * φ)) (-r) ![-Real.sin φ, Real.cos φ] := by
  have hs := Real.sin_sq_add_cos_sq φ
  have hup : IsState (r * Real.cos (2 * φ)) (r * Real.sin (2 * φ)) r
      ![Real.cos φ, Real.sin φ] := by
    rw [Real.cos_two_mul, Real.sin_two_mul]
    refine state_iff.2 ⟨?_, ?_, ?_⟩
    · show r * (2 * Real.cos φ ^ 2 - 1) * Real.cos φ
        + r * (2 * Real.sin φ * Real.cos φ) * Real.sin φ = r * Real.cos φ
      linear_combination 2 * r * Real.cos φ * hs
    · show r * (2 * Real.sin φ * Real.cos φ) * Real.cos φ
        - r * (2 * Real.cos φ ^ 2 - 1) * Real.sin φ = r * Real.sin φ
      ring
    · show Real.cos φ ^ 2 + Real.sin φ ^ 2 = 1
      linear_combination hs
  exact ⟨hup, partner_state hup⟩

/-- For a step between two points off the cone, tracking accepts the new state `v` exactly when
the product of the two energies and the scalar product of the positions is nonnegative. -/
theorem follows_iff (hu : IsState a b e u) (hv : IsState a' b' e' v)
    (he : e ≠ 0) (he' : e' ≠ 0) :
    Follows a' b' u v ↔ 0 ≤ e * e' * (a * a' + b * b') := by
  have hov := overlap_law hu hv
  have hne := mul_ne_zero he he'
  have hpos : 0 < (e * e') ^ 2 := by positivity
  have key : 0 ≤ e * e' * (a * a' + b * b') ↔ 1 ≤ 2 * (u ⬝ᵥ v) ^ 2 := by
    rw [← hov, show e * e' * (e * e' * (2 * (u ⬝ᵥ v) ^ 2 - 1))
      = (e * e') ^ 2 * (2 * (u ⬝ᵥ v) ^ 2 - 1) by ring,
      mul_nonneg_iff_of_pos_left hpos, sub_nonneg]
  rw [key]
  constructor
  · -- compare `v` with its partner on the other surface
    rintro ⟨-, hmax⟩
    have h := sq_le_sq.2 (hmax _ _ (partner_state hv))
    have h2 := overlap_law hu (partner_state hv)
    have h3 : (u ⬝ᵥ ![-v 1, v 0]) ^ 2 + (u ⬝ᵥ v) ^ 2 = 1 :=
      mul_left_cancel₀ hne (by linear_combination (hov - h2) / 2)
    linarith
  · -- every competitor lies on the surface of `v` or on the other one
    intro h
    refine ⟨⟨e', hv⟩, fun f w hw => sq_le_sq.1 ?_⟩
    have hw2 := overlap_law hu hw
    rcases sq_eq_sq_iff_eq_or_eq_neg.1 ((energy_sq hw).trans (energy_sq hv).symm) with hf | hf
    · rw [hf] at hw2
      have h3 : (u ⬝ᵥ w) ^ 2 = (u ⬝ᵥ v) ^ 2 :=
        mul_left_cancel₀ hne (by linear_combination (hw2 - hov) / 2)
      exact h3.le
    · rw [hf] at hw2
      have h3 : (u ⬝ᵥ w) ^ 2 + (u ⬝ᵥ v) ^ 2 = 1 :=
        mul_left_cancel₀ hne (by linear_combination (hov - hw2) / 2)
      linarith

/-- If the step is shorter than the initial distance from the cone, tracking that starts on the
lower surface stays on the lower surface. -/
theorem short_step_safe (hstep : (a' - a) ^ 2 + (b' - b) ^ 2 < a ^ 2 + b ^ 2)
    (hu : IsState a b (-coneDist a b) u) (hv : Follows a' b' u v) :
    IsState a' b' (-coneDist a' b') v := by
  obtain ⟨f, hf⟩ := hv.1
  have hdot : 0 < a * a' + b * b' := by nlinarith [sq_nonneg a', sq_nonneg b']
  have hp : 0 < coneDist a b :=
    Real.sqrt_pos.2 (by linarith [sq_nonneg (a' - a), sq_nonneg (b' - b)])
  rcases sq_eq_sq_iff_eq_or_eq_neg.1 (energy_sq hf) with h1 | h1
  · have hq : 0 < coneDist a' b' := by
      refine Real.sqrt_pos.2 ?_
      by_contra hn
      have hn' := not_lt.1 hn
      have ha : a' = 0 := by nlinarith [sq_nonneg a', sq_nonneg b']
      have hb : b' = 0 := by nlinarith [sq_nonneg a', sq_nonneg b']
      rw [ha, hb] at hdot
      simp at hdot
    -- the upper surface would contradict the tracking criterion
    have h2 := (follows_iff hu hf (neg_ne_zero.2 hp.ne') (by rw [h1]; exact hq.ne')).1 hv
    rw [h1] at h2
    have h3 := mul_pos (mul_pos hp hq) hdot
    exact absurd h2 (by linarith)
  · rw [← h1]
    exact hf

/-- For a passage from `(-x, d)` to `(x, d)` with `x, d > 0`, the initial lower state has absolute
overlap `d / √(x² + d²)` with the final lower state and `x / √(x² + d²)` with the final upper
state. -/
theorem passage_overlaps {x d : ℝ} (hx : 0 < x) (hd : 0 < d) {u l w : Fin 2 → ℝ}
    (hu : IsState (-x) d (-coneDist (-x) d) u)
    (hl : IsState x d (-coneDist x d) l) (hw : IsState x d (coneDist x d) w) :
    |u ⬝ᵥ l| = d / √(x ^ 2 + d ^ 2) ∧ |u ⬝ᵥ w| = x / √(x ^ 2 + d ^ 2) := by
  have hr : coneDist (-x) d = coneDist x d := by simp [coneDist]
  rw [hr] at hu
  have h1 := overlap_law hu hl
  have h2 := overlap_law hu hw
  change |u ⬝ᵥ l| = d / coneDist x d ∧ |u ⬝ᵥ w| = x / coneDist x d
  have hR : 0 < coneDist x d := Real.sqrt_pos.2 (by positivity)
  have hR2 : coneDist x d ^ 2 = x ^ 2 + d ^ 2 := Real.sq_sqrt (by positivity)
  have hR0 : coneDist x d ^ 2 ≠ 0 := (pow_pos hR 2).ne'
  constructor
  · rw [← abs_of_pos (div_pos hd hR)]
    refine (sq_eq_sq_iff_abs_eq_abs _ _).1 ?_
    rw [div_pow, eq_div_iff hR0]
    linear_combination (h1 + hR2) / 2
  · rw [← abs_of_pos (div_pos hx hR)]
    refine (sq_eq_sq_iff_abs_eq_abs _ _).1 ?_
    rw [div_pow, eq_div_iff hR0]
    linear_combination (-h2 + hR2) / 2

/-- For a passage from `(-x, d)` to `(x, d)` with `x, d > 0`, starting on the lower surface,
tracking accepts the upper state and rejects the lower one exactly when the half-step `x`
exceeds the miss distance `d`. -/
theorem tracking_switches_iff {x d : ℝ} (hx : 0 < x) (hd : 0 < d) {u l w : Fin 2 → ℝ}
    (hu : IsState (-x) d (-coneDist (-x) d) u)
    (hl : IsState x d (-coneDist x d) l) (hw : IsState x d (coneDist x d) w) :
    (Follows x d u w ∧ ¬ Follows x d u l) ↔ d < x := by
  have hr : coneDist (-x) d = coneDist x d := by simp [coneDist]
  rw [hr] at hu
  have hR : 0 < coneDist x d := Real.sqrt_pos.2 (by positivity)
  have hRn := neg_ne_zero.2 hR.ne'
  rw [follows_iff hu hw hRn hR.ne', follows_iff hu hl hRn hRn]
  constructor
  · rintro ⟨-, h⟩
    by_contra hc
    have h1 : 0 ≤ d * d - x * x := by nlinarith [not_lt.1 hc]
    have h2 := mul_nonneg (mul_pos hR hR).le h1
    exact h (by linarith)
  · intro h
    have h1 : 0 < x * x - d * d := by nlinarith
    have h2 := mul_pos (mul_pos hR hR) h1
    exact ⟨by linarith, fun h3 => by linarith⟩

end

end ConeOverlapTracking
```

```lean
#print axioms ConeOverlapTracking.short_step_safe
#print axioms ConeOverlapTracking.passage_overlaps
#print axioms ConeOverlapTracking.tracking_switches_iff
```

```
'ConeOverlapTracking.short_step_safe' depends on axioms: [propext, Classical.choice, Quot.sound]
'ConeOverlapTracking.passage_overlaps' depends on axioms: [propext, Classical.choice, Quot.sound]
'ConeOverlapTracking.tracking_switches_iff' depends on axioms: [propext, Classical.choice, Quot.sound]
```

## Reading the theorems, and their reach

`IsState a b e u` says that `u` is a real unit eigenvector with energy `e`; the lower surface has energy `-coneDist a b`. `Follows a' b' u v` says that `v` is an adiabatic state at the new point and that none there has a larger absolute overlap with `u`. It allows ties and ignores signs, so it does not track the geometric phase.

`passage_overlaps` gives the two overlaps, `tracking_switches_iff` the switching condition, and `short_step_safe` the safeguard. `states_witness` supplies eigenvectors at every point, with polar angle `2φ`.

The proofs take the same route as the algebra above. `position_of_state` and `overlap_law` combine the component equations through `linear_combination`. In `follows_iff`, one direction compares `v` with its `partner_state`; the other uses `energy_sq` to split competitors by the sign of their energy. `passage_overlaps` compares squares and then recovers absolute values. `tracking_switches_iff` applies `follows_iff` to both final states and reads off the sign of d² − x².

Without the step-length hypothesis, `short_step_safe` fails. Start at (1, 0) in the lower state (0, 1) and step to (−ε, 0) with ε > 0. There (0, 1) is the upper state and has overlap 1 with the old one, while the lower state has overlap 0. The step length is 1 + ε, so no limit larger than the initial distance would do.

The result carries over directly to a molecule if the two adiabatic states at both geometries are real combinations of one shared orthonormal diabatic pair, for then the electronic overlap equals `u ⬝ᵥ v`. Changing orbitals or a third nearby state can spoil that identification.
